# Reduction of a 9j symbol with a zero corner to a 6j symbol

Take two subsystems with angular momenta $a$ and $c$ coupled to $f$ in the bra, and $b$ and $d$ coupled to $f'$ in the ket. The matrix element of a product of tensor operators of ranks $e$ and $e'$, one on each subsystem and coupled to a total rank, carries a 9j symbol with that rank in its corner. For a scalar interaction, such as spin–orbit coupling or one multipole of the electron repulsion, the corner is zero and the calculation continues with a 6j symbol:

$$\begin{Bmatrix} a&b&e\\ c&d&e\\ f&f&0\end{Bmatrix}=\frac{(-1)^{b+c+e+f}}{\sqrt{(2e+1)(2f+1)}}\begin{Bmatrix} a&b&e\\ d&c&f\end{Bmatrix}.$$

The problems prove this identity between finite sums of 3j coefficients; operators and reduced matrix elements do not enter.

## Conventions

```lean
import Mathlib

open Finset

namespace NineJReduction

noncomputable section
```

Formulas in the text use ordinary half-integers, while Lean stores $2j$ as a natural number and $2m$ as an integer, so `j + 1` is $2j+1$. The phase $(-1)^x$ means $i^{2x}$, which is `ph` of the doubled exponent, and $P(j)=\{-j,-j+1,\dots,j\}$ is `proj`.

```lean
/-- The phase (-1)^(n/2) = i^n. Throughout, j and m are stored doubled. -/
def ph (n : ℤ) : ℂ := Complex.I ^ n

/-- The doubled projections -j, -j+2, ..., j of a doubled angular momentum j. -/
def proj (j : ℕ) : Finset ℤ := (Icc (-(j : ℤ)) j).filter fun m => (j - m) % 2 = 0
```

A table $w(a\,b\,c;\alpha\,\beta\,\gamma)$ of complex numbers is `ThreeJ` if it vanishes unless $\alpha+\beta+\gamma=0$ (`msum`), gains $(-1)^{a+b+c}$ when the first two columns are exchanged (`swap`) or all projections are reversed (`rev`), and satisfies $w(j\,j'\,0;m\,m'\,0)=\delta_{jj'}\delta_{m',-m}(-1)^{j-m}/\sqrt{2j+1}$ for $m\in P(j)$, $m'\in P(j')$ (`zero`). Cyclic permutations, the triangle rule and orthogonality are not assumed.

```lean
/-- A table of coefficients (j₁ j₂ j₃; m₁ m₂ m₃). -/
abbrev Symb := ℕ → ℕ → ℕ → ℤ → ℤ → ℤ → ℂ

/-- 3j rules: projections sum to zero, phase (-1)^(j₁+j₂+j₃) under exchange of the first two
columns and under reversal of all m, and the value when the third momentum is zero. -/
structure ThreeJ (w : Symb) : Prop where
  msum : ∀ a b c α β γ, w a b c α β γ ≠ 0 → α + β + γ = 0
  swap : ∀ a b c α β γ, w b a c β α γ = ph (a + b + c) * w a b c α β γ
  rev : ∀ a b c α β γ, w a b c (-α) (-β) (-γ) = ph (a + b + c) * w a b c α β γ
  zero : ∀ j j' m m', m ∈ proj j → m' ∈ proj j' → w j j' 0 m m' 0 =
    if j = j' ∧ m' = -m then ph (j - m) / (Real.sqrt (j + 1) : ℝ) else 0
```

The 6j symbol sums, over all projections, the product of four $w$ with the phase $(-1)^{\sum(j-m)}$ taken over its six momenta. The 9j symbol sums, without a phase, the product of the three row and three column coefficients.

```lean
/-- The 6j symbol {a b c; d e f} as the phased sum of four 3j symbols. -/
def sixJ (w : Symb) (a b c d e f : ℕ) : ℂ :=
  ∑ α ∈ proj a, ∑ β ∈ proj b, ∑ γ ∈ proj c, ∑ δ ∈ proj d, ∑ ε ∈ proj e, ∑ φ ∈ proj f,
    ph (a + b + c + d + e + f - (α + β + γ + δ + ε + φ)) * w a b c (-α) (-β) (-γ) *
      w a e f α (-ε) φ * w d b f δ β (-φ) * w d e c (-δ) ε γ

/-- The 9j symbol {a b c; d e f; g h k}: sum of the three row and three column 3j symbols. -/
def nineJ (w : Symb) (a b c d e f g h k : ℕ) : ℂ :=
  ∑ α ∈ proj a, ∑ β ∈ proj b, ∑ γ ∈ proj c, ∑ δ ∈ proj d, ∑ ε ∈ proj e, ∑ φ ∈ proj f,
    ∑ μ ∈ proj g, ∑ ν ∈ proj h, ∑ κ ∈ proj k, w a b c α β γ * w d e f δ ε φ *
      w g h k μ ν κ * w a d g α δ μ * w b e h β ε ν * w c f k γ φ κ
```

## Problems on the reduction

### (a) Show that $(-1)^{x+y}=(-1)^x(-1)^y$.

This is $i^{n+k}=i^n i^k$ for the integers $n=2x$, $k=2y$.

```lean
/-- Phases multiply by adding exponents. -/
theorem ph_add (n k : ℤ) : ph (n + k) = ph n * ph k := zpow_add₀ Complex.I_ne_zero n k
```

### (b) Show that $(-1)^x=(-1)^y$ when $x-y$ is an even integer.

In doubled units $n=k+4t$ with integer $t$, and $i^{4t}=1$.

```lean
/-- The phase depends on the doubled exponent only modulo 4. -/
theorem ph_congr {n k : ℤ} (h : (n - k) % 4 = 0) : ph n = ph k := by
  obtain ⟨t, rfl⟩ : ∃ t, n = k + 4 * t := ⟨(n - k) / 4, by omega⟩
  have h4 : Complex.I ^ (4 : ℤ) = 1 := by
    rw [show (4 : ℤ) = ((4 : ℕ) : ℤ) from rfl, zpow_natCast, Complex.I_pow_four]
  rw [ph_add, ph, ph, zpow_mul, h4, one_zpow, mul_one]
```

### (c) Characterise $m\in P(j)$.

The conditions are $-j\le m\le j$ and $j-m$ an integer, which is an even difference after doubling.

```lean
/-- m is a projection of j when |m| ≤ j and j - m is even in doubled units. -/
theorem mem_proj {j : ℕ} {m : ℤ} : m ∈ proj j ↔ (-(j : ℤ) ≤ m ∧ m ≤ j) ∧ (j - m) % 2 = 0 := by
  simp only [proj, mem_filter, mem_Icc]
```

### (d) Show that $\sum_{m\in P(j)}F(-m)=\sum_{m\in P(j)}F(m)$ for any function $F$.

The map $m\mapsto -m$ preserves both conditions of (c), since $j+m=(j-m)+2m$, and is its own inverse. `sum_nbij'` takes it as the bijection.

```lean
/-- A sum over all projections is unchanged by m → -m. -/
theorem sum_proj_neg (j : ℕ) (F : ℤ → ℂ) : ∑ m ∈ proj j, F (-m) = ∑ m ∈ proj j, F m :=
  sum_nbij' (fun m => -m) (fun m => -m)
    (by intro m hm; simp only [mem_proj] at *; omega)
    (by intro m hm; simp only [mem_proj] at *; omega)
    (by intro m _; simp) (by intro m _; simp) (by intro m _; simp)
```

### (e) For $m\in P(j)$ evaluate $\sum_{m'}F(m')\,w(j\,j\,0;m\,m'\,0)$.

Only $m'=-m$ survives, giving $F(-m)(-1)^{j-m}/\sqrt{2j+1}$.

```lean
/-- Summing against (j j 0; m m' 0) sets m' = -m with weight (-1)^(j-m)/sqrt(2j+1). -/
theorem collapse {w : Symb} (h : ThreeJ w) {j : ℕ} {m : ℤ} (hm : m ∈ proj j) (F : ℤ → ℂ) :
    ∑ m' ∈ proj j, F m' * w j j 0 m m' 0 =
      F (-m) * (ph (j - m) / (Real.sqrt (j + 1) : ℝ)) := by
  have hn : -m ∈ proj j := by simp only [mem_proj] at *; omega
  rw [sum_eq_single_of_mem (-m) hn, h.zero _ _ _ _ hm hn]
  · simp
  · intro b hb hne
    simp [h.zero _ _ _ _ hm hb, hne]
```

### (f) Prove the reduction for every `ThreeJ` table and all $a,b,c,d,e,f$.

Let $\alpha,\beta,\gamma,\delta$ be the projections of $a,b,c,d$, let $\varepsilon,\varepsilon'$ belong to the two entries $e$ and $\varphi,\varphi'$ to the two entries $f$. Since $P(0)=\{0\}$, the left side is
$$\sum w(abe;\alpha\beta\varepsilon)\,w(cde;\gamma\delta\varepsilon')\,w(acf;\alpha\gamma\varphi)\,w(bdf;\beta\delta\varphi')\,w(ff0;\varphi\varphi'0)\,w(ee0;\varepsilon\varepsilon'0).$$
Applying (e) twice sets $\varepsilon'=-\varepsilon$ and $\varphi'=-\varphi$, and leaves
$$\sum \Pi\,\frac{(-1)^{f-\varphi}(-1)^{e-\varepsilon}}{\sqrt{(2e+1)(2f+1)}},\qquad \Pi=w(abe;\alpha\beta\varepsilon)\,w(cde;\gamma\,\delta\,{-\varepsilon})\,w(acf;\alpha\gamma\varphi)\,w(bdf;\beta\,\delta\,{-\varphi}).$$
In the 6j symbol, write the projection of $c$ as $-\gamma$, as (d) allows. With $S=a+b+c+d+e+f$ its term is
$$(-1)^{S-(\alpha+\beta+\varepsilon+\delta-\gamma+\varphi)}\,w(abe;{-\alpha}\,{-\beta}\,{-\varepsilon})\,w(acf;\alpha\gamma\varphi)\,w(dbf;\delta\,\beta\,{-\varphi})\,w(dce;{-\delta}\,{-\gamma}\,\varepsilon).$$
Reversal in the first $w$ gives $(-1)^{a+b+e}$, exchange in the third gives $(-1)^{b+d+f}$, and exchange followed by reversal in the fourth gives $(-1)^{c+d+e}$ twice. The four coefficients are then $\Pi$. Collecting these exponents with the prefactor $b+c+e+f$ and subtracting $(f-\varphi)+(e-\varepsilon)$ leaves
$$D=2a+2f+4(b+c+d+e)-(\alpha+\beta+\delta-\gamma).$$
Where $\Pi\neq0$, the selection rule gives $\alpha+\beta=-\varepsilon$, $\delta=\varepsilon-\gamma$ and $\gamma=-\alpha-\varphi$, so the last bracket equals $-2\gamma=2\alpha+2\varphi$ and
$$D=2(a-\alpha)+2(f-\varphi)+4(b+c+d+e).$$
Each term is an even integer, and by (b) the two sides agree term by term.

In Lean, `sum_comm` and `sum_proj_neg c` align the six outer sums, and the `trans` step groups the two inner sums for `collapse`. The statement `h4` is the double move on the fourth coefficient. In `key`, the case $\Pi=0$ is split off, `s1`, `s2`, `s3` are the three projection sums, and `omega` finds the doubled $D$ divisible by 4. `linear_combination` multiplies `key` by the two inverse square roots. No triangle condition on the six momenta is required.

```lean
/-- {a b e; c d e; f f 0} = (-1)^(b+c+e+f) {a b e; d c f} / sqrt((2e+1)(2f+1)). -/
theorem nineJ_zero {w : Symb} (h : ThreeJ w) (a b c d e f : ℕ) :
    nineJ w a b e c d e f f 0 =
      ph (b + c + e + f) / (Real.sqrt ((e + 1) * (f + 1)) : ℝ) * sixJ w a b e d c f := by
  have hz : proj 0 = {0} := by ext m; simp only [mem_proj, mem_singleton]; omega
  simp only [nineJ, sixJ, hz, sum_singleton, mul_sum]
  refine sum_congr rfl fun α hα => sum_congr rfl fun β hβ => sum_congr rfl fun ε hε => ?_
  -- exchange the c and d sums and reverse the c projection
  rw [sum_comm]
  refine sum_congr rfl fun δ hδ => Eq.trans ?_ (sum_proj_neg c _)
  refine sum_congr rfl fun γ hγ => ?_
  rw [sum_comm]
  refine sum_congr rfl fun φ hφ => ?_
  -- the two symbols with a zero column collapse two sums
  trans ∑ ε' ∈ proj e, (∑ φ' ∈ proj f, (w a b e α β ε * w c d e γ δ ε' * w a c f α γ φ *
    w b d f β δ φ') * w f f 0 φ φ' 0) * w e e 0 ε ε' 0
  · refine sum_congr rfl fun ε' _ => ?_
    rw [sum_mul]
    exact sum_congr rfl fun φ' _ => by ring
  have h4 : w d c e (-δ) (-γ) ε =
      ph (c + d + e) * (ph (c + d + e) * w c d e γ δ (-ε)) := by
    rw [h.swap c d e (-γ) (-δ) ε, ← h.rev c d e γ δ (-ε), neg_neg]
  -- on non-vanishing terms the phases agree
  have key : w a b e α β ε * w c d e γ δ (-ε) * w a c f α γ φ * w b d f β δ (-φ) *
        (ph (f - φ) * ph (e - ε)) =
      w a b e α β ε * w c d e γ δ (-ε) * w a c f α γ φ * w b d f β δ (-φ) *
        (ph (b + c + e + f) * ph (a + b + e + d + c + f - (α + β + ε + δ + -γ + φ)) *
          ph (a + b + e) * ph (b + d + f) * ph (c + d + e) * ph (c + d + e)) := by
    by_cases hP : w a b e α β ε * w c d e γ δ (-ε) * w a c f α γ φ * w b d f β δ (-φ) = 0
    · rw [hP, zero_mul, zero_mul]
    · simp only [mul_eq_zero, not_or] at hP
      have s1 := h.msum _ _ _ _ _ _ hP.1.1.1
      have s2 := h.msum _ _ _ _ _ _ hP.1.1.2
      have s3 := h.msum _ _ _ _ _ _ hP.1.2
      rw [mem_proj] at hα hφ
      congr 1
      simp only [← ph_add]
      exact ph_congr (by omega)
  rw [collapse h hε, collapse h hφ]
  simp only [neg_neg]
  rw [h.rev a b e α β ε, h.swap b d f β δ (-φ), h4,
    Real.sqrt_mul (show (0 : ℝ) ≤ e + 1 by positivity), Complex.ofReal_mul]
  linear_combination ((Real.sqrt (e + 1) : ℝ) : ℂ)⁻¹ * ((Real.sqrt (f + 1) : ℝ) : ℂ)⁻¹ * key
```

### (g) Show that the 9j symbol with rows $(a\,b\,e)$, $(c\,d\,e')$, $(f\,f'\,0)$ vanishes unless $e=e'$ and $f=f'$.

Every term contains $w(ee'0;\varepsilon\varepsilon'0)$ and $w(ff'0;\varphi\varphi'0)$, and one of them is zero by $\delta_{jj'}$. When the total rank is zero, the matrix element of the introduction therefore vanishes unless the two ranks are equal and the total angular momentum is the same in bra and ket.

```lean
/-- {a b e; c d e'; f f' 0} vanishes unless e = e' and f = f'. -/
theorem nineJ_zero_offdiag {w : Symb} (h : ThreeJ w) (a b c d e e' f f' : ℕ)
    (hne : e ≠ e' ∨ f ≠ f') : nineJ w a b e c d e' f f' 0 = 0 := by
  have hz : proj 0 = {0} := by ext m; simp only [mem_proj, mem_singleton]; omega
  simp only [nineJ, hz, sum_singleton]
  refine sum_eq_zero fun _ _ => sum_eq_zero fun _ _ => sum_eq_zero fun _ h1 =>
    sum_eq_zero fun _ _ => sum_eq_zero fun _ _ => sum_eq_zero fun _ h2 =>
    sum_eq_zero fun _ h3 => sum_eq_zero fun _ h4 => ?_
  rcases hne with hne | hne
  · simp [h.zero _ _ _ _ h1 h2, hne]
  · simp [h.zero _ _ _ _ h3 h4, hne]
```

## Problems on Racah's formula

The Wigner coefficient is now written out. `hf` is a factorial and `ihf` an inverse factorial, set to zero at negative argument. For allowed entries every doubled argument is even, so the halving is exact.

```lean
/-- The factorial (n/2)! of a doubled argument. -/
def hf (n : ℤ) : ℕ := (n / 2).toNat.factorial

/-- The inverse factorial 1/(n/2)!, zero for negative argument. -/
def ihf (n : ℤ) : ℂ := if 0 ≤ n then (hf n : ℂ)⁻¹ else 0
```

$$R(n,p,q,r,s)=\sum_{k=0}^{n}\frac{(-1)^k}{k!\,(n-k)!\,(p-k)!\,(q-k)!\,(r+k)!\,(s+k)!}$$

```lean
/-- The sum over k of (-1)^k / [k!(n-k)!(p-k)!(q-k)!(r+k)!(s+k)!], arguments doubled. -/
def racahSum (n p q r s : ℤ) : ℂ := ∑ k ∈ Icc 0 (n / 2), ph (2 * k) * (ihf (2 * k) *
  ihf (n - 2 * k) * ihf (p - 2 * k) * ihf (q - 2 * k) * ihf (r + 2 * k) * ihf (s + 2 * k))
```

$$N^2=\frac{(a+b-c)!\,(b+c-a)!\,(c+a-b)!}{(a+b+c+1)!}\,(a+\alpha)!\,(a-\alpha)!\,(b+\beta)!\,(b-\beta)!\,(c+\gamma)!\,(c-\gamma)!,\qquad N\ge0$$

```lean
/-- The square root of the triangle coefficient times the six factorials (j ± m)!. -/
def racahNorm (a b c : ℕ) (α β γ : ℤ) : ℝ := Real.sqrt ((hf (a + b - c) : ℝ) * hf (b + c - a) *
  hf (c + a - b) / hf (a + b + c + 2) * (hf (a + α) * hf (a - α)) *
  (hf (b + β) * hf (b - β)) * (hf (c + γ) * hf (c - γ)))
```

An entry is `Allowed` when its projections are physical and sum to zero and $a,b,c$ form a triangle. There the coefficient is $(-1)^{a-b-\gamma}N\,R(a+b-c,\;a-\alpha,\;b+\beta,\;c-b+\alpha,\;c-a-\beta)$, and elsewhere it is zero.

```lean
/-- Physical projections with zero sum, and the triangle condition. -/
def Allowed (a b c : ℕ) (α β γ : ℤ) : Prop := α + β + γ = 0 ∧ α ∈ proj a ∧ β ∈ proj b ∧
  γ ∈ proj c ∧ a ≤ b + c ∧ b ≤ c + a ∧ c ≤ a + b

open Classical in
/-- The Wigner 3j symbol by Racah's formula. -/
def wigner (a b c : ℕ) (α β γ : ℤ) : ℂ :=
  if Allowed a b c α β γ then ph (a - b - γ) * (racahNorm a b c α β γ : ℝ) *
    racahSum (a + b - c) (a - α) (b + β) (c - b + α) (c - a - β) else 0
```

### (h) For integer $n$ show $R(n,\,r+n,\,s+n,\,p-n,\,q-n)=(-1)^nR(n,p,q,r,s)$.

Put $k'=n-k$ on the left. Then $(r+n-k)!=(r+k')!$, $(p-n+k)!=(p-k')!$, likewise for $s$ and $q$, while $k!$ and $(n-k)!$ trade places and $(-1)^k=(-1)^n(-1)^{k'}$. The primed arguments in Lean come with equations, which are discharged at each use.

```lean
/-- Reflection k → n - k of the alternating sum, giving the phase (-1)^n. -/
theorem racahSum_reflect (n p q r s : ℤ) {n' p' q' r' s' : ℤ} (hn : n % 2 = 0) (h0 : n' = n)
    (h1 : p' = r + n) (h2 : q' = s + n) (h3 : r' = p - n) (h4 : s' = q - n) :
    racahSum n' p' q' r' s' = ph n * racahSum n p q r s := by
  rw [h0, h1, h2, h3, h4]
  obtain ⟨t, rfl⟩ : ∃ t, n = 2 * t := ⟨n / 2, by omega⟩
  unfold racahSum
  rw [mul_sum]
  refine sum_nbij' (fun k => t - k) (fun k => t - k)
    (by intro k hk; simp only [mem_Icc] at *; omega)
    (by intro k hk; simp only [mem_Icc] at *; omega)
    (by intro k _; simp) (by intro k _; simp) fun k _ => ?_
  have key : ph (2 * k) = ph (2 * t) * ph (2 * (t - k)) := by
    rw [← ph_add]; exact ph_congr (by omega)
  have e : ∀ x, x - 2 * (t - k) = x - 2 * t + 2 * k := fun x => by ring
  have e' : ∀ x, x + 2 * (t - k) = x + 2 * t - 2 * k := fun x => by ring
  rw [key]
  simp only [e, e', sub_self, zero_add]
  simp only [mul_sub]
  ring
```

### (i) For natural numbers $p,q$ show $R(p+q,\,q,\,q,\,-q,\,-q)=(-1)^q/(p!\,q!)$.

For $k<q$ the factor $1/(k-q)!$ is zero, and for $k>q$ the factor $1/(q-k)!$ is zero. The term $k=q$ has denominator $q!\,p!$. Here `p` and `q` are not doubled.

```lean
/-- With arguments (p+q, q, q, -q, -q) the alternating sum equals (-1)^q/(p! q!). -/
theorem racahSum_single (p q : ℕ) {n a b r s : ℤ} (h0 : n = 2 * (p + q)) (h1 : a = 2 * q)
    (h2 : b = 2 * q) (h3 : r = -(2 * q)) (h4 : s = -(2 * q)) :
    racahSum n a b r s = ph (2 * q) * ((p.factorial : ℂ) * q.factorial)⁻¹ := by
  rw [h0, h1, h2, h3, h4, racahSum, sum_eq_single_of_mem (q : ℤ) (by rw [mem_Icc]; omega)]
  · rw [show 2 * ((p : ℤ) + q) - 2 * q = 2 * p by ring, sub_self, neg_add_cancel]
    simp [ihf, hf]
  · intro k _ hk
    rcases lt_or_gt_of_ne hk with h | h
    · rw [show ihf (-(2 * q) + 2 * k) = 0 by unfold ihf; exact if_neg (by omega)]; simp
    · rw [show ihf (2 * q - 2 * k) = 0 by unfold ihf; exact if_neg (by omega)]; simp
```

### (j) Show that `wigner` is `ThreeJ`.

The selection rule is part of `Allowed`. Exchange and reversal preserve `Allowed` (`hI`) and $N$ (`hN`). With $n=a+b-c$, reversal turns the last four arguments of $R$ into $a+\alpha$, $b-\beta$, $c-b-\alpha$, $c-a+\beta$, which are $r+n$, $s+n$, $p-n$, $q-n$ in the notation of (h). The exponent $(a-b+\gamma)+n$ differs from the required $(a+b+c)+(a-b-\gamma)$ by $-2(c-\gamma)$, which is even. Exchange gives the same arguments with both pairs transposed, which leaves $R$ unchanged (`hc`), and the exponents differ by $-2(a+c-b)$. This is even because physical projections with zero sum make $a+b+c$ an integer. The helper `hk` performs both phase comparisons.

For third momentum zero, the triangle forces $j=j'$ and the sum forces $m'=-m$. With $p=j+m$ and $q=j-m$, $N^2=(2j)!\,(p!\,q!)^2/(2j+1)!$, so $N=p!\,q!/\sqrt{2j+1}$. The prefactor is $(-1)^0=1$ and the sum is that of (i), giving $(-1)^{j-m}/\sqrt{2j+1}$. Parts (f) and (g) therefore apply to `wigner`. Its role as a coupling coefficient of angular momentum states is taken as known, and only the four rules are established.

```lean
/-- The Wigner 3j symbol of Racah's formula obeys all the rules of `ThreeJ`. -/
theorem threeJ_witness : ThreeJ wigner := by
  have hk : ∀ (x y z u : ℤ) (N S : ℂ), (x + y - (z + u)) % 4 = 0 →
      ph x * N * (ph y * S) = ph z * (ph u * N * S) := fun x y z u N S h => by
    have := ph_congr h
    rw [ph_add, ph_add] at this
    linear_combination N * S * this
  have hc : ∀ n p q r s, racahSum n p q r s = racahSum n q p s r :=
    fun _ _ _ _ _ => sum_congr rfl fun k _ => by ring
  refine ⟨fun a b c α β γ h => ?_, fun a b c α β γ => ?_, fun a b c α β γ => ?_,
    fun j j' m m' hm hm' => ?_⟩
  · by_contra hs
    exact h (by unfold wigner; exact if_neg fun hA => hs hA.1)
  · have hI : Allowed b a c β α γ ↔ Allowed a b c α β γ := by
      simp only [Allowed, mem_proj]; omega
    have hN : racahNorm b a c β α γ = racahNorm a b c α β γ := by
      unfold racahNorm
      rw [add_comm (b : ℤ) a, add_comm (a : ℤ) c, add_comm (c : ℤ) b]
      congr 1; ring
    unfold wigner
    by_cases hA : Allowed a b c α β γ
    · rw [if_pos hA, if_pos (hI.2 hA), hN, hc,
        racahSum_reflect (a + b - c) (a - α) (b + β) (c - b + α) (c - a - β)]
      all_goals simp only [Allowed, mem_proj] at hA
      · exact hk _ _ _ _ _ _ (by omega)
      all_goals omega
    · rw [if_neg hA, if_neg (mt hI.1 hA), mul_zero]
  · have hI : Allowed a b c (-α) (-β) (-γ) ↔ Allowed a b c α β γ := by
      simp only [Allowed, mem_proj]; omega
    have hN : racahNorm a b c (-α) (-β) (-γ) = racahNorm a b c α β γ := by
      simp only [racahNorm, sub_neg_eq_add, ← sub_eq_add_neg]
      congr 1; ring
    unfold wigner
    by_cases hA : Allowed a b c α β γ
    · rw [if_pos hA, if_pos (hI.2 hA), hN,
        racahSum_reflect (a + b - c) (a - α) (b + β) (c - b + α) (c - a - β)]
      all_goals simp only [Allowed, mem_proj] at hA
      · exact hk _ _ _ _ _ _ (by omega)
      all_goals omega
    · rw [if_neg hA, if_neg (mt hI.1 hA), mul_zero]
  · rw [mem_proj] at hm hm'
    by_cases h : j = j' ∧ m' = -m
    · rw [if_pos h]
      obtain ⟨rfl, rfl⟩ := h
      -- j + m = 2p and j - m = 2q
      obtain ⟨p, hp⟩ : ∃ p : ℕ, j + m = 2 * p := ⟨((j + m) / 2).toNat, by omega⟩
      obtain ⟨q, hq⟩ : ∃ q : ℕ, j - m = 2 * q := ⟨((j - m) / 2).toNat, by omega⟩
      have hh : ∀ (n : ℤ) (k : ℕ), n = 2 * k → hf n = k.factorial := by
        rintro _ k rfl; simp [hf]
      have hN : racahNorm j j 0 m (-m) 0 =
          p.factorial * q.factorial / Real.sqrt (j + 1) := by
        simp only [racahNorm, Nat.cast_zero, sub_zero, add_zero, zero_add, sub_self,
          sub_neg_eq_add, ← sub_eq_add_neg]
        rw [hh (j + j) j (by omega), hh (j + j + 2) (j + 1) (by omega), hh _ p hp, hh _ q hq,
          hh 0 0 (by simp)]
        refine (Real.sqrt_eq_iff_mul_self_eq (by positivity) (by positivity)).2 ?_
        rw [div_mul_div_comm, Real.mul_self_sqrt (show (0 : ℝ) ≤ j + 1 by positivity)]
        have : (j.factorial : ℝ) ≠ 0 := by positivity
        simp only [Nat.factorial_succ, Nat.factorial_zero]
        push_cast
        field_simp
      have hA : Allowed j j 0 m (-m) 0 := by simp only [Allowed, mem_proj]; omega
      have hpq : (p.factorial : ℂ) * q.factorial ≠ 0 := by simp [Nat.factorial_ne_zero]
      rw [wigner, if_pos hA, hN, racahSum_single p q]
      · rw [hq, show ph (j - j - 0) = 1 by simp [ph], Complex.ofReal_div, Complex.ofReal_mul,
          Complex.ofReal_natCast, Complex.ofReal_natCast]
        linear_combination ph (2 * q) / (Real.sqrt (j + 1) : ℝ) * mul_inv_cancel₀ hpq
      all_goals omega
    · rw [if_neg h, wigner]
      exact if_neg (by simp only [Allowed, mem_proj]; omega)

end

end NineJReduction
```

```lean
#print axioms NineJReduction.nineJ_zero
-- 'NineJReduction.nineJ_zero' depends on axioms: [propext, Classical.choice, Quot.sound]
#print axioms NineJReduction.nineJ_zero_offdiag
-- 'NineJReduction.nineJ_zero_offdiag' depends on axioms: [propext, Classical.choice, Quot.sound]
```

## Smallest cases and the normalisation rule

The values below come from direct substitution rather than from a Lean statement. With all momenta zero, $w(000;000)=1$ and both sides of (f) equal 1. For $a=b=c=d=\tfrac12$ and $e=f=0$, the 9j sum has two non-zero terms of $\tfrac14$ and equals $\tfrac12$. The 6j sum has the same two products with phase $(-1)^{2-2\alpha}=-1$ and equals $-\tfrac12$, and the prefactor $(-1)^{b+c}=-1$ restores agreement.

Without `zero` the identity fails. Let $w(000;000)=2$ and let every other entry vanish. This table obeys `msum`, `swap` and `rev`, but with all momenta zero the 9j symbol is $2^6=64$ and the right side is $2^4=16$.
